# In a two-plane-wave model at fixed cutoff, the central-difference pressure diverges for vanishing step where the coupled second wave enters the basis

The energy at fixed cutoff is taken here as a variational minimum over the trial states that the cutoff allows. The matrix elements of the model vary continuously with the cell length, so any jump in this energy comes from a change of the basis. A wave whose kinetic energy equals the cutoff is kept.

The model is one particle in a periodic cell of length $L$, in units with $\hbar=m=1$. The basis holds the constant wave, with kinetic energy $0$, and one further wave of wave number $2\pi/L$, with kinetic energy $T(L)=2\pi^2/L^2$ (`kinetic`).

In Lean 4 with Mathlib:

```lean
import Mathlib

open Matrix Filter Topology

namespace PlaneWaveCutoff

noncomputable section

/-- Kinetic energy `2π²/L²` of the plane wave with wave number `2π/L` in a periodic cell
of length `L ≠ 0`, in units where `ħ = m = 1`. -/
def kinetic (L : ℝ) : ℝ := 2 * Real.pi ^ 2 / L ^ 2
```

A real number $v$ couples the two waves. It stands for a Fourier component of the potential and doesn't change with $L$, as for a potential that stretches with the cell. The average of the potential is set to zero. The Hamiltonian is

$$H(L)=\begin{pmatrix}0&v\\ v&T(L)\end{pmatrix}.$$

```lean
/-- Hamiltonian of the constant wave and one further plane wave, coupled by `v`,
in a cell of length `L ≠ 0`. -/
def hamiltonian (v L : ℝ) : Matrix (Fin 2) (Fin 2) ℝ := !![0, v; v, kinetic L]
```

A trial state is a nonzero real vector $x=(x_0,x_1)$ of plane-wave coefficients. The cutoff is $T(L_0)$ for a reference length $L_0>0$, and if $T(L)$ exceeds it, then $x_1=0$ is required. Trial vectors need not be normalised: the condition $x\cdot Hx=e\,(x\cdot x)$ makes $e$ the energy expectation value of $x/\sqrt{x\cdot x}$. The ground energy $E(L)$ is the infimum `sInf` of these values. Complex coefficients would give the same infimum: $H$ is real and symmetric, so the real and imaginary parts of a vector contribute separately to both sides of the condition.

```lean
/-- Energy expectation values of the nonzero real trial vectors in a cell of length `L > 0`, where
the second plane wave is excluded if its kinetic energy exceeds the cutoff `kinetic L0`, with
`L0 > 0`. -/
def trialEnergies (v L0 L : ℝ) : Set ℝ :=
  {e | ∃ x : Fin 2 → ℝ, x ≠ 0 ∧ (kinetic L0 < kinetic L → x 1 = 0) ∧
    x ⬝ᵥ (hamiltonian v L *ᵥ x) = e * (x ⬝ᵥ x)}

/-- Variational ground energy at fixed kinetic-energy cutoff `kinetic L0`,
for cell lengths `L > 0` and `L0 > 0`. -/
def cutoffEnergy (v L0 L : ℝ) : ℝ := sInf (trialEnergies v L0 L)
```

Two abbreviations remain. With $R(L)=\sqrt{T(L)^2+4v^2}$, let $\lambda(L)=(T(L)-R(L))/2$; this is `lowerLevel`, and part (f) justifies the name.

```lean
/-- Closed form of the lower level of the two-wave Hamiltonian, for `L ≠ 0`. -/
def lowerLevel (v L : ℝ) : ℝ :=
  (kinetic L - Real.sqrt (kinetic L ^ 2 + 4 * v ^ 2)) / 2
```

The last definition is the central difference $(E(L-h)-E(L+h))/(2h)$ with step $h$. Where $E$ is differentiable, it approximates $-dE/dL$, the one-dimensional pressure, which is positive when the cell pushes outwards. Its name in the code is `centralTension`, but the sign is that of a pressure.

```lean
/-- Central finite difference of the energy `E` for the pressure `-dE/dL` at length `L`, with step
`h ≠ 0`. -/
def centralTension (E : ℝ → ℝ) (L h : ℝ) : ℝ := (E (L - h) - E (L + h)) / (2 * h)
```

Below, $T$, $R$ and $\lambda$ without an argument are taken at $L$.

## (a) When the cutoff removes the second wave

**Task.** For $L_0,L>0$, show that
$$T(L_0)<T(L)\iff L<L_0 .$$

**Solution.** If $L<L_0$, then $L^2<L_0^2$, and dividing the positive number $2\pi^2$ by the smaller square gives the larger result. If instead $L_0\le L$, the same comparison gives $T(L)\le T(L_0)$, which excludes $T(L_0)<T(L)$. In the code, `gcongr` makes both comparisons.

```lean
/-- For positive lengths, the second plane wave lies above the cutoff `kinetic L0`
exactly when the cell is shorter than `L0`. -/
theorem above_cutoff_iff {L0 L : ℝ} (hL0 : 0 < L0) (hL : 0 < L) :
    kinetic L0 < kinetic L ↔ L < L0 := by
  constructor
  · intro h
    by_contra hn
    have hle : L0 ≤ L := not_lt.1 hn
    have : kinetic L ≤ kinetic L0 := by
      unfold kinetic
      gcongr
    linarith
  · intro h
    unfold kinetic
    gcongr
```

## (b) The Hamiltonian acting on coefficients

**Task.** Show that
$$Hx=(v x_1,\; v x_0+T x_1).$$

**Solution.** Multiply each row of $H$ into $x$. The code checks the two components separately.

```lean
/-- Action of the two-wave Hamiltonian on a vector of plane-wave coefficients. -/
theorem hamiltonian_mulVec (v L : ℝ) (x : Fin 2 → ℝ) :
    hamiltonian v L *ᵥ x = ![v * x 1, v * x 0 + kinetic L * x 1] := by
  ext i
  fin_cases i <;> simp [hamiltonian, Matrix.mulVec, dotProduct, Fin.sum_univ_two]
```

## (c) Positive norm

**Task.** Show that $x\neq0$ implies
$$x\cdot x>0 .$$

**Solution.** The sum $x_0^2+x_1^2$ is not negative, and it vanishes only if both coefficients do.

```lean
/-- A nonzero coefficient vector has positive squared norm. -/
theorem normSq_pos {x : Fin 2 → ℝ} (hx : x ≠ 0) : 0 < x ⬝ᵥ x :=
  lt_of_le_of_ne (Finset.sum_nonneg fun i _ => mul_self_nonneg (x i))
    (fun h => hx (dotProduct_self_eq_zero.1 h.symm))
```

## (d) The secular equation

**Task.** For $L>0$, show that
$$T-\lambda>0,\qquad \lambda(\lambda-T)=v^2 .$$

**Solution.** Since $T>0$ and $R\ge0$, $T-\lambda=(T+R)/2>0$. For the product,
$$\lambda(\lambda-T)=-\frac{(T-R)(T+R)}{4}=\frac{R^2-T^2}{4}=v^2 .$$
The identity $R^2=T^2+4v^2$ is `hs` in the code, and `linear_combination hs / 4` is the last step above.

```lean
/-- For `L > 0` the lower level lies below the kinetic energy of the second wave and
solves the secular equation. -/
theorem lowerLevel_secular (v : ℝ) {L : ℝ} (hL : 0 < L) :
    0 < kinetic L - lowerLevel v L ∧
      lowerLevel v L * (lowerLevel v L - kinetic L) = v ^ 2 := by
  have hT : 0 < kinetic L := by unfold kinetic; positivity
  have hs := Real.sq_sqrt (show 0 ≤ kinetic L ^ 2 + 4 * v ^ 2 by positivity)
  have hn := Real.sqrt_nonneg (kinetic L ^ 2 + 4 * v ^ 2)
  unfold lowerLevel
  constructor
  · linarith
  · linear_combination hs / 4
```

## (e) A lower bound on the energy

**Task.** For $L>0$ and every $x$, show that
$$\lambda\,(x\cdot x)\le x\cdot Hx .$$

**Solution.** Write $D=T-\lambda$, which is positive by (d). The difference of the two sides is
$$x\cdot Hx-\lambda\,(x\cdot x)=-\lambda x_0^2+2v x_0x_1+D x_1^2 .$$
Multiply by $D$. By (d), $-\lambda D=v^2$, so
$$D\,\bigl(x\cdot Hx-\lambda\,(x\cdot x)\bigr)=v^2x_0^2+2vD x_0x_1+D^2x_1^2=(v x_0+D x_1)^2\ge0 .$$
Dividing by $D>0$ gives the bound. The completed square is `key` in the code.

```lean
/-- Variational principle: for `L > 0` no state with real coefficients in the two-wave basis has an
energy expectation value below the lower level. -/
theorem rayleigh_bound (v : ℝ) {L : ℝ} (hL : 0 < L) (x : Fin 2 → ℝ) :
    lowerLevel v L * (x ⬝ᵥ x) ≤ x ⬝ᵥ (hamiltonian v L *ᵥ x) := by
  obtain ⟨hD, hq⟩ := lowerLevel_secular v hL
  have hE : x ⬝ᵥ (hamiltonian v L *ᵥ x) = x 0 * (v * x 1)
      + x 1 * (v * x 0 + kinetic L * x 1) := by
    rw [hamiltonian_mulVec]
    simp [dotProduct, Fin.sum_univ_two]
  have hN : x ⬝ᵥ x = x 0 * x 0 + x 1 * x 1 := by
    simp [dotProduct, Fin.sum_univ_two]
  rw [hE, hN]
  -- after multiplication by a positive factor the difference is a perfect square
  have key : (kinetic L - lowerLevel v L) * (x 0 * (v * x 1)
      + x 1 * (v * x 0 + kinetic L * x 1) - lowerLevel v L * (x 0 * x 0 + x 1 * x 1))
      = (v * x 0 + (kinetic L - lowerLevel v L) * x 1) ^ 2 := by
    linear_combination (x 0) ^ 2 * hq
  exact sub_nonneg.1 ((mul_nonneg_iff_of_pos_left hD).1 (key ▸ sq_nonneg _))
```

## (f) The lowest eigenvalue

**Task.** For $L>0$, show that
$$\lambda=\min\{\mu : Hx=\mu x \text{ for some } x\neq0\}.$$

**Solution.** Take $x=(D,-v)$, whose normalised form is $(D,-v)/\sqrt{D^2+v^2}$. It is nonzero because $D>0$, even at $v=0$. By (b),
$$Hx=(-v^2,\;vD-Tv)=(-v^2,\;-\lambda v)=\lambda\,(D,-v),$$
where the first component uses $\lambda D=-v^2$. So $\lambda$ is an eigenvalue.

If $Hx=\mu x$ with $x\ne0$, then (e) gives $\lambda\,(x\cdot x)\le\mu\,(x\cdot x)$, and division by the positive norm from (c) gives $\lambda\le\mu$. `IsLeast` joins the two statements: $\lambda$ belongs to the set and bounds it from below.

```lean
/-- For `L > 0` the lower level is the lowest eigenvalue of the two-wave Hamiltonian. -/
theorem lowerLevel_isLeast_eigenvalue (v : ℝ) {L : ℝ} (hL : 0 < L) :
    IsLeast {μ : ℝ | ∃ x : Fin 2 → ℝ, x ≠ 0 ∧ hamiltonian v L *ᵥ x = μ • x}
      (lowerLevel v L) := by
  obtain ⟨hD, hq⟩ := lowerLevel_secular v hL
  constructor
  · refine ⟨![kinetic L - lowerLevel v L, -v], ?_, ?_⟩
    · intro h
      have h0 : kinetic L - lowerLevel v L = 0 := congrFun h 0
      linarith
    · rw [hamiltonian_mulVec]
      ext i
      fin_cases i
      · change v * -v = lowerLevel v L * (kinetic L - lowerLevel v L)
        linear_combination hq
      · change v * (kinetic L - lowerLevel v L) + kinetic L * -v = lowerLevel v L * -v
        ring
  · rintro μ ⟨x, hx, hH⟩
    have hb := rayleigh_bound v hL x
    rw [hH, dotProduct_smul, smul_eq_mul] at hb
    exact le_of_mul_le_mul_right hb (normSq_pos hx)
```

## (g) The ground energy in a short cell

**Task.** For $0<L<L_0$, show that
$$E(L)=0 .$$

**Solution.** By (a), the second wave lies above the cutoff, so every trial state has $x_1=0$. Then $x\cdot Hx=2v x_0x_1+T x_1^2=0$, hence $e\,(x\cdot x)=0$, and $e=0$ by (c). The state $(1,0)$ is allowed and has this energy. The infimum is therefore attained, which `IsLeast.csInf_eq` turns into the value of `sInf`.

```lean
/-- In a cell of positive length below `L0` the ground energy at fixed cutoff is zero. -/
theorem cutoffEnergy_of_lt (v : ℝ) {L0 L : ℝ} (hL : 0 < L) (h : L < L0) :
    cutoffEnergy v L0 L = 0 := by
  have hcut := (above_cutoff_iff (hL.trans h) hL).2 h
  refine IsLeast.csInf_eq ⟨⟨![1, 0], ?_, fun _ => rfl, ?_⟩, ?_⟩
  · intro h1
    have h0 : (1 : ℝ) = 0 := congrFun h1 0
    exact one_ne_zero h0
  · rw [hamiltonian_mulVec]
    simp [dotProduct, Fin.sum_univ_two]
  · rintro e ⟨x, hx, hx1, he⟩
    have hz : x ⬝ᵥ (hamiltonian v L *ᵥ x) = 0 := by
      rw [hamiltonian_mulVec]
      simp [dotProduct, Fin.sum_univ_two, hx1 hcut]
    rw [hz] at he
    exact ((mul_eq_zero.1 he.symm).resolve_right (normSq_pos hx).ne').ge
```

## (h) The ground energy from $L_0$ on

**Task.** For $0<L_0\le L$, show that
$$E(L)=\lambda(L).$$

**Solution.** By (a), the cutoff now excludes nothing. The eigenvector from (f) is a trial state with energy $\lambda(L)$, and (e) shows that no trial state has less.

```lean
/-- From the length `L0 > 0` on, the ground energy at fixed cutoff is the lower level of
the two-wave Hamiltonian. -/
theorem cutoffEnergy_of_ge (v : ℝ) {L0 L : ℝ} (hL0 : 0 < L0) (h : L0 ≤ L) :
    cutoffEnergy v L0 L = lowerLevel v L := by
  have hL := hL0.trans_le h
  obtain ⟨x, hx, hH⟩ := (lowerLevel_isLeast_eigenvalue v hL).1
  refine IsLeast.csInf_eq ⟨⟨x, hx, fun hc => ?_, ?_⟩, ?_⟩
  · exact absurd ((above_cutoff_iff hL0 hL).1 hc) (not_lt.2 h)
  · rw [hH, dotProduct_smul, smul_eq_mul]
  · rintro e ⟨y, hy, _, he⟩
    have hb := rayleigh_bound v hL y
    rw [he] at hb
    exact le_of_mul_le_mul_right hb (normSq_pos hy)
```

## (i) The derivative with both waves kept

**Task.** For $L>0$, show that
$$\lambda'(L)=-\frac{2\pi^2}{L^3}\left(1-\frac{T}{R}\right).$$

**Solution.** First, $T'=-4\pi^2/L^3$. Since $T>0$, the root $R$ is positive and can be differentiated: $R'=TT'/R$. Hence
$$\lambda'=\frac{T'-R'}{2}=\frac{T'}{2}\left(1-\frac{T}{R}\right),$$
which is the target. `HasDerivAt` says both that the derivative exists and that it has this value. In the code, `hk` is $T'$, `hq` differentiates $T^2+4v^2$, and the last line applies the square-root rule.

With both waves kept at every length, the pressure $-\lambda'$ is thus finite.

```lean
/-- If both plane waves are kept at every length, the lower level is differentiable at each
`L > 0`, with the stated derivative. -/
theorem fixedBasis_hasDerivAt (v : ℝ) {L : ℝ} (hL : 0 < L) :
    HasDerivAt (lowerLevel v) (-(2 * Real.pi ^ 2 / L ^ 3) *
      (1 - kinetic L / Real.sqrt (kinetic L ^ 2 + 4 * v ^ 2))) L := by
  have hT : 0 < kinetic L := by unfold kinetic; positivity
  have hp : HasDerivAt (fun y : ℝ => y ^ 2) (2 * L) L := by
    simpa using hasDerivAt_pow 2 L
  have hk : HasDerivAt kinetic (-(4 * Real.pi ^ 2 / L ^ 3)) L := by
    refine ((hasDerivAt_const L (2 * Real.pi ^ 2)).fun_div hp
      (by positivity)).congr_deriv ?_
    field_simp
    ring
  have hq : HasDerivAt (fun y => kinetic y ^ 2 + 4 * v ^ 2)
      (2 * kinetic L * (-(4 * Real.pi ^ 2 / L ^ 3))) L :=
    ((hk.fun_pow 2).add_const (4 * v ^ 2)).congr_deriv (by simp)
  have hne : kinetic L ^ 2 + 4 * v ^ 2 ≠ 0 := by positivity
  exact ((hk.fun_sub (hq.sqrt hne)).div_const 2).congr_deriv (by ring)
```

## (j) The jump and the diverging pressure

**Task.** For $L_0>0$ and $v\ne0$, show that, as $h\to0^+$,
$$\frac{E(L_0-h)-E(L_0+h)}{2}\to\frac{\sqrt{T(L_0)^2+4v^2}-T(L_0)}{4}>0,$$
$$\frac{E(L_0-h)-E(L_0+h)}{2h}\to+\infty .$$

**Solution.** Let $0<h<L_0$. The shorter cell has positive length below $L_0$, so (g) gives $E(L_0-h)=0$. The longer one falls under (h), so $E(L_0+h)=\lambda(L_0+h)$. By (i), $\lambda$ is differentiable at $L_0$ and therefore continuous there. Thus
$$\frac{E(L_0-h)-E(L_0+h)}{2}=-\frac{\lambda(L_0+h)}{2}\to-\frac{\lambda(L_0)}{2}=\frac{R(L_0)-T(L_0)}{4}.$$
Because $v\neq0$, $R(L_0)^2>T(L_0)^2$, and so the limit is positive. The central difference is this half difference times $1/h$. One factor tends to a positive number and the other to infinity, so the product tends to infinity.

In the code, `𝓝[>] 0` means that $h$ approaches zero through positive values, and `atTop` stands for $+\infty$. The line with `filter_upwards` restricts $h$ to $0<h<L_0$ and inserts (g) and (h); `hlim` and `hpos` are the limit and its sign, and `pos_mul_atTop` multiplies by $1/h$.

```lean
/-- Basis-set discontinuity: for `L0 > 0` and coupling `v ≠ 0`, half the energy difference across
`L0` at fixed cutoff tends to a positive constant, and the finite-difference pressure tends to
infinity as the step `h` tends to zero from above. -/
theorem tension_diverges {v L0 : ℝ} (hL0 : 0 < L0) (hv : v ≠ 0) :
    Tendsto (fun h => (cutoffEnergy v L0 (L0 - h) - cutoffEnergy v L0 (L0 + h)) / 2)
      (𝓝[>] 0) (𝓝 ((Real.sqrt (kinetic L0 ^ 2 + 4 * v ^ 2) - kinetic L0) / 4)) ∧
    0 < (Real.sqrt (kinetic L0 ^ 2 + 4 * v ^ 2) - kinetic L0) / 4 ∧
    Tendsto (centralTension (cutoffEnergy v L0) L0) (𝓝[>] 0) atTop := by
  have hadd : Tendsto (fun h : ℝ => L0 + h) (𝓝[>] 0) (𝓝 L0) := by
    have h0 := (show Continuous (fun h : ℝ => L0 + h) by fun_prop).tendsto 0
    rw [add_zero] at h0
    exact h0.mono_left nhdsWithin_le_nhds
  have hc := (fixedBasis_hasDerivAt v hL0).continuousAt
  have hlim : Tendsto
      (fun h => (cutoffEnergy v L0 (L0 - h) - cutoffEnergy v L0 (L0 + h)) / 2)
      (𝓝[>] 0) (𝓝 ((Real.sqrt (kinetic L0 ^ 2 + 4 * v ^ 2) - kinetic L0) / 4)) := by
    have h1 : Tendsto (fun h => (0 - lowerLevel v (L0 + h)) / 2) (𝓝[>] 0)
        (𝓝 ((0 - lowerLevel v L0) / 2)) :=
      (tendsto_const_nhds.sub (hc.tendsto.comp hadd)).div_const 2
    have heq : (0 - lowerLevel v L0) / 2
        = (Real.sqrt (kinetic L0 ^ 2 + 4 * v ^ 2) - kinetic L0) / 4 := by
      unfold lowerLevel
      ring
    rw [heq] at h1
    -- for small steps the two cells lie on different sides of the basis change
    refine h1.congr' ?_
    filter_upwards [Ioo_mem_nhdsGT hL0] with h hh
    rw [cutoffEnergy_of_lt v (sub_pos.2 hh.2) (sub_lt_self L0 hh.1),
      cutoffEnergy_of_ge v hL0 (le_add_of_nonneg_right hh.1.le)]
  have hpos : 0 < (Real.sqrt (kinetic L0 ^ 2 + 4 * v ^ 2) - kinetic L0) / 4 := by
    have hv2 : 0 < v ^ 2 := by positivity
    have hlt : kinetic L0 < Real.sqrt (kinetic L0 ^ 2 + 4 * v ^ 2) :=
      Real.lt_sqrt_of_sq_lt (by linarith)
    linarith
  refine ⟨hlim, hpos, ?_⟩
  -- the finite-difference pressure is the half difference times `1/h`
  refine (hlim.pos_mul_atTop hpos tendsto_inv_nhdsGT_zero).congr fun h => ?_
  unfold centralTension
  ring

end

end PlaneWaveCutoff
```

```lean
#print axioms PlaneWaveCutoff.tension_diverges
-- 'PlaneWaveCutoff.tension_diverges' depends on axioms: [propext, Classical.choice, Quot.sound]
```

## Variable cells, one-sided differences and zero coupling

For a single non-interacting particle with at most two plane waves, this shows how a finite-difference stress at fixed kinetic-energy cutoff can pick up a change of basis as well as the response of the energy to strain. The model has one further wave where a full plane-wave basis has the pair $\pm2\pi/L$ and higher ones, and it has no self-consistency and no sampling of Bloch vectors.

The following consequences are argued by hand from parts (g) to (j) and have no theorem in the code. For $v\ne0$, the backward difference
$$\frac{E(L_0-h)-E(L_0)}{h}=\frac{-\lambda(L_0)}{h}$$
also tends to $+\infty$ as $h\to0^+$. The forward difference $(E(L_0)-E(L_0+h))/h$ tends to the finite value $-\lambda'(L_0)$, since both of its cells keep the second wave.

The divergence needs $v\neq0$. At $v=0$ we have $R=T$ and $\lambda=0$, so $E(L)=0$ at every positive length. The second wave still enters the basis at $L_0$, but it doesn't lower the energy, and the central difference is zero for all $0<h<L_0$.
